# Steepest descent preserves the symmetry of its starting configuration

If an energy is invariant under an orthogonal map followed by a translation, every steepest-descent trajectory that starts at a configuration fixed by this operation stays fixed by it, whatever the step lengths. The reason is that the gradient at a fixed configuration is itself left unchanged by the orthogonal part.

```lean
import Mathlib

open Filter Topology

namespace SymmetryPreservingRelaxation

noncomputable section

variable {V : Type*} [NormedAddCommGroup V] [InnerProductSpace ℝ V]

/-- The operation `(R, t)`: an orthogonal map `R` followed by a translation `t`. -/
def seitz (R : V ≃ₗᵢ[ℝ] V) (t : V) (x : V) : V := R x + t

variable [CompleteSpace V]

/-- A steepest-descent trajectory on the energy surface `E` with step lengths `η k`:
at each step `E` has a gradient `g` and the configuration moves by `-η k • g`. -/
def IsDescent (E : V → ℝ) (η : ℕ → ℝ) (x : ℕ → V) : Prop :=
  ∀ k, ∃ g, HasGradientAt E g (x k) ∧ x (k + 1) = x k - η k • g

/-- The steepest-descent iterates from the starting configuration `x₀`. -/
def relax (E : V → ℝ) (η : ℕ → ℝ) (x₀ : V) : ℕ → V
  | 0 => x₀
  | k + 1 => relax E η x₀ k - η k • gradient E (relax E η x₀ k)

/-- For a differentiable energy the iterates `relax` form a steepest-descent trajectory. -/
theorem relax_isDescent {E : V → ℝ} (hE : Differentiable ℝ E) (η : ℕ → ℝ) (x₀ : V) :
    IsDescent E η (relax E η x₀) :=
  fun k => ⟨gradient E (relax E η x₀ k), (hE _).hasGradientAt, rfl⟩

/-- The gradient of an invariant energy is covariant: if it is `g` at `x`, then it is `R g`
at the image of `x` under `(R, t)`. -/
theorem gradient_covariant {E : V → ℝ} {R : V ≃ₗᵢ[ℝ] V} {t : V}
    (hinv : ∀ x, E (seitz R t x) = E x) {g x : V} (h : HasGradientAt E g x) :
    HasGradientAt E (R g) (seitz R t x) := by
  rw [hasGradientAt_iff_hasFDerivAt] at h ⊢
  let L : V →L[ℝ] V := (R.symm.toContinuousLinearEquiv : V →L[ℝ] V)
  -- the inverse operation and its derivative
  have h2 : HasFDerivAt (fun y : V => y - t) (ContinuousLinearMap.id ℝ V) (seitz R t x) :=
    (hasFDerivAt_id _).sub_const t
  have h3 : HasFDerivAt (fun y : V => R.symm (y - t))
      (L.comp (ContinuousLinearMap.id ℝ V)) (seitz R t x) :=
    L.hasFDerivAt.comp (seitz R t x) h2
  have hx : R.symm (seitz R t x - t) = x := by simp [seitz]
  have h4 : HasFDerivAt E (InnerProductSpace.toDual ℝ V g) (R.symm (seitz R t x - t)) := by
    rw [hx]
    exact h
  -- the energy is unchanged by composition with the inverse operation
  have hfun : E ∘ (fun y : V => R.symm (y - t)) = E := by
    funext y
    have hy : seitz R t (R.symm (y - t)) = y := by
      unfold seitz
      rw [R.apply_symm_apply, sub_add_cancel]
    have := hinv (R.symm (y - t))
    rw [hy] at this
    exact this.symm
  have h5 := HasFDerivAt.comp (g := E) (f := fun y : V => R.symm (y - t))
    (seitz R t x) h4 h3
  rw [hfun] at h5
  refine h5.congr_fderiv (ContinuousLinearMap.ext fun v => ?_)
  -- orthogonality moves the rotation from the displacement to the gradient
  have key : inner ℝ g (R.symm v) = inner ℝ (R g) v := by
    rw [← R.inner_map_map g (R.symm v), R.apply_symm_apply]
  exact key

/-- At a configuration fixed by `(R, t)`, the gradient of an invariant energy is fixed by `R`. -/
theorem gradient_fixed {E : V → ℝ} {R : V ≃ₗᵢ[ℝ] V} {t : V}
    (hinv : ∀ x, E (seitz R t x) = E x) {g x : V} (h : HasGradientAt E g x)
    (hx : seitz R t x = x) : R g = g := by
  have h' := gradient_covariant hinv h
  rw [hx] at h'
  exact h'.unique h

/-- A symmetry operation of the energy maps steepest-descent trajectories to
steepest-descent trajectories with the same step lengths. -/
theorem descent_covariant {E : V → ℝ} {R : V ≃ₗᵢ[ℝ] V} {t : V}
    (hinv : ∀ x, E (seitz R t x) = E x) {η : ℕ → ℝ} {x : ℕ → V} (hd : IsDescent E η x) :
    IsDescent E η (fun k => seitz R t (x k)) := by
  intro k
  obtain ⟨g, hg, hk⟩ := hd k
  refine ⟨R g, gradient_covariant hinv hg, ?_⟩
  simp only [seitz, hk, map_sub, map_smul]
  abel

/-- Steepest descent on an invariant energy preserves symmetry: if the starting configuration
is fixed by `(R, t)`, then so is every iterate, whatever the step lengths. -/
theorem descent_preserves_symmetry {E : V → ℝ} {R : V ≃ₗᵢ[ℝ] V} {t : V}
    (hinv : ∀ x, E (seitz R t x) = E x) {η : ℕ → ℝ} {x : ℕ → V} (hd : IsDescent E η x)
    (h0 : seitz R t (x 0) = x 0) (k : ℕ) : seitz R t (x k) = x k := by
  induction k with
  | zero => exact h0
  | succ k ih =>
    obtain ⟨g, hg, hk⟩ := hd k
    -- the step is along a gradient that `R` leaves unchanged
    have hR : R g = g := gradient_fixed hinv hg ih
    calc seitz R t (x (k + 1)) = seitz R t (x k) - η k • R g := by
          simp only [seitz, hk, map_sub, map_smul]
          abel
      _ = x (k + 1) := by rw [ih, hR, hk]

/-- If a steepest-descent trajectory from a configuration fixed by `(R, t)` converges,
its limit is fixed by `(R, t)` too. -/
theorem limit_preserves_symmetry {E : V → ℝ} {R : V ≃ₗᵢ[ℝ] V} {t : V}
    (hinv : ∀ x, E (seitz R t x) = E x) {η : ℕ → ℝ} {x : ℕ → V} (hd : IsDescent E η x)
    (h0 : seitz R t (x 0) = x 0) {y : V} (hy : Tendsto x atTop (𝓝 y)) :
    seitz R t y = y := by
  have hc : Continuous (seitz R t) := R.continuous.add continuous_const
  have h1 : Tendsto (fun k => seitz R t (x k)) atTop (𝓝 (seitz R t y)) :=
    (hc.tendsto y).comp hy
  have h2 : (fun k => seitz R t (x k)) = x :=
    funext (descent_preserves_symmetry hinv hd h0)
  rw [h2] at h1
  exact tendsto_nhds_unique h1 hy

/-- The symmetric double-well energy in one dimension. -/
def doubleWell (x : ℝ) : ℝ := (x ^ 2 - 1) ^ 2

/-- In the double well every steepest-descent trajectory that starts at the symmetric point `0`
stays there, although every other point within distance `1` has lower energy. -/
theorem doubleWell_descent_stuck {η : ℕ → ℝ} {x : ℕ → ℝ}
    (hd : IsDescent doubleWell η x) (h0 : x 0 = 0) :
    (∀ k, x k = 0) ∧ ∀ y : ℝ, y ≠ 0 → |y| < 1 → doubleWell y < doubleWell 0 := by
  constructor
  · intro k
    -- the reflection `x ↦ -x` is a symmetry, and `0` is its only fixed point
    have hs : ∀ y : ℝ, seitz (LinearIsometryEquiv.neg ℝ : ℝ ≃ₗᵢ[ℝ] ℝ) 0 y = -y := by
      intro y
      change -y + 0 = -y
      ring
    have h := descent_preserves_symmetry
      (R := (LinearIsometryEquiv.neg ℝ : ℝ ≃ₗᵢ[ℝ] ℝ)) (t := 0)
      (fun y => by rw [hs]; unfold doubleWell; ring) hd (by rw [hs, h0, neg_zero]) k
    rw [hs] at h
    linarith
  · intro y hy hy1
    have h1 : 0 < y ^ 2 := by positivity
    have h2 : y ^ 2 < 1 := (sq_lt_one_iff_abs_lt_one y).mpr hy1
    unfold doubleWell
    nlinarith [mul_pos h1 (sub_pos.mpr h2)]

end

end SymmetryPreservingRelaxation
```

```lean
#print axioms SymmetryPreservingRelaxation.descent_covariant
#print axioms SymmetryPreservingRelaxation.descent_preserves_symmetry
#print axioms SymmetryPreservingRelaxation.limit_preserves_symmetry
#print axioms SymmetryPreservingRelaxation.doubleWell_descent_stuck
```

```
'SymmetryPreservingRelaxation.descent_covariant' depends on axioms: [propext, Classical.choice, Quot.sound]
'SymmetryPreservingRelaxation.descent_preserves_symmetry' depends on axioms: [propext, Classical.choice, Quot.sound]
'SymmetryPreservingRelaxation.limit_preserves_symmetry' depends on axioms: [propext, Classical.choice, Quot.sound]
'SymmetryPreservingRelaxation.doubleWell_descent_stuck' depends on axioms: [propext, Classical.choice, Quot.sound]
```

## What the statements say

The space `V` is a real inner product space, complete in its norm. Every finite-dimensional Euclidean space is of this kind, and $\mathbb R^{3N}$, the Cartesian coordinates of $N$ atoms, is the case to have in mind. A point $x$ of `V` is a whole configuration, not the position of one atom.

The type `V ≃ₗᵢ[ℝ] V` contains the linear, invertible, length-preserving maps, so a term `R` of this type is an orthogonal transformation. For such an $R$ and a vector $t$, `seitz R t` is the operation

$$S(x) = Rx + t .$$

The hypothesis `hinv` says that $E(S(x)) = E(x)$ for every $x$. A configuration is symmetric when $S(x) = x$.

The gradient enters through the predicate `HasGradientAt E g x`. It says that $E$ is differentiable at $x$ and that its gradient there is $g$:

$$E(x+v) = E(x) + \langle g, v\rangle + o(\|v\|).$$

The predicate `IsDescent E η x` concerns a sequence of configurations $x_0, x_1, \dots$ and a sequence of real numbers $\eta_0, \eta_1, \dots$. It requires that at every step $k$ the energy has a gradient $g_k$ at $x_k$, and that

$$x_{k+1} = x_k - \eta_k g_k .$$

Differentiability is thus demanded at the points visited and nowhere else. If $E$ is differentiable everywhere, `relax` builds such a trajectory from any starting point, and `relax_isDescent` confirms that it qualifies.

With these definitions, the main theorems read as follows.

- `gradient_covariant`: if $E$ has gradient $g$ at $x$, it has gradient $Rg$ at $S(x)$.
- `gradient_fixed`: if in addition $S(x) = x$, then $Rg = g$.
- `descent_covariant`: $S$ carries a descent trajectory to a descent trajectory with the same step lengths.
- `descent_preserves_symmetry`: if $S(x_0) = x_0$, then $S(x_k) = x_k$ for every $k$.
- `limit_preserves_symmetry`: if such a trajectory converges to $y$, then $S(y) = y$.

No sign or size is imposed on the $\eta_k$. They may come from a line search, since the theorem applies to whatever numbers the search returned. Convergence is a hypothesis of the last theorem, and that theorem does not say that the limit is a stationary point.

## The physics behind them

For a crystal with a fixed cell, take a space-group operation that maps the lattice of periodic repeats onto itself, as every one does when the cell is primitive. It rotates or reflects the atomic positions, translates them, and may exchange equivalent atoms. On the configuration space $\mathbb R^{3N}$, the rotation and the exchange together form the orthogonal map $R$. The translation, including any lattice vectors needed to bring atoms back to their listed positions, forms $t$. The equation $S(x) = x$ then says that the structure has this symmetry.

The force is $-g$, so `gradient_fixed` says that the forces on a symmetric structure share its symmetry. For geometry relaxation on a Born–Oppenheimer surface, the result means that steepest descent in exact arithmetic, with the cell held fixed and the surface differentiable along the path, cannot lose a symmetry of the initial structure under which the energy is invariant. In a real calculation rounding errors can break the symmetry. So can a k-point mesh or a real-space grid that lacks it, because the computed energy need not be invariant then. Changes of the cell are not modelled.

Preserved symmetry can also be an obstacle. The Lean code shows this with the double well $E(x) = (x^2-1)^2$ on the real line. Its reflection symmetry $x \mapsto -x$ fixes only the point $0$. Every descent trajectory from $0$ therefore stays there, although $E(y) < E(0)$ for every $y \ne 0$ with $|y| < 1$. This is `doubleWell_descent_stuck`, a one-coordinate model of a structure that could lower its energy by distorting but feels no force towards the distortion.

## Why it is true

**Covariance of the gradient.** The inverse operation is $S^{-1}(y) = R^{-1}(y - t)$, and invariance gives $E = E \circ S^{-1}$. Suppose that $E$ has gradient $g$ at $x$. For a small displacement $v$ from $S(x)$,

$$S^{-1}(S(x) + v) = R^{-1}(Rx + v) = x + R^{-1}v ,$$

and therefore

$$E(S(x)+v) = E(x + R^{-1}v) = E(x) + \langle g, R^{-1}v\rangle + o(\|v\|).$$

The error term is unchanged because $\|R^{-1}v\| = \|v\|$. Since $R$ preserves inner products, $\langle g, R^{-1}v\rangle = \langle Rg, v\rangle$. With $E(x) = E(S(x))$, the expansion says that $E$ has gradient $Rg$ at $S(x)$.

**Fixed points.** If $S(x) = x$, then both $g$ and $Rg$ are gradients of $E$ at $x$. Subtracting the two expansions gives $\langle Rg - g, v\rangle = o(\|v\|)$. Taking $v = s(Rg - g)$ and letting $s \to 0$ forces $Rg = g$.

**One step.** For any descent trajectory, linearity of $R$ gives

$$S(x_{k+1}) = R(x_k - \eta_k g_k) + t = S(x_k) - \eta_k R g_k .$$

As $Rg_k$ is the gradient at $S(x_k)$, the images again form a descent trajectory. If moreover $S(x_k) = x_k$, then $Rg_k = g_k$, and the right-hand side is $x_k - \eta_k g_k = x_{k+1}$. Induction from $S(x_0) = x_0$ covers all steps.

**The limit.** If $x_k \to y$, continuity of $S$ gives $S(x_k) \to S(y)$. But $S(x_k) = x_k$, so the same sequence also tends to $y$, and $S(y) = y$.

**The double well.** Here $S(x) = -x$, so $S(x_k) = x_k$ means $x_k = 0$. For the energies,

$$E(0) - E(y) = 1 - (y^2-1)^2 = y^2 + y^2(1 - y^2),$$

which is positive when $0 < |y| < 1$.

### A small instance with numbers

Take $V = \mathbb R^2$ and let $S(a,b) = (b+1,\, a-1)$: the exchange of coordinates followed by the translation $t = (1,-1)$. The fixed points are those with $a = b + 1$. The energy

$$E(a,b) = (a-1)^2 + b^2 + (a-1)b$$

is invariant, because $S$ exchanges $a-1$ and $b$. Its gradient is $(2(a-1)+b,\; 2b+(a-1))$.

Start at the fixed point $(3,2)$, where the gradient is $(6,6)$. A step of length $\eta_0 = 1/4$ leads to $(1.5,\,0.5)$. There the gradient is $(1.5,\,1.5)$, and $\eta_1 = 1/2$ leads to $(0.75,\,-0.25)$. Both new points satisfy $a = b+1$, although the step lengths differ. With $\eta_k = 1/4$ throughout, each step divides $a-1$ and $b$ by four, and the limit $(1,0)$ is fixed as well.

### What fails without orthogonality

Let $R(a,b) = (a+b,\,b)$, a shear, with $t = 0$ and $E(a,b) = b$. The energy is invariant and the origin is fixed. The gradient is $g = (0,1)$, but $Rg = (1,1)$. One step of length $\eta \neq 0$ leads from the origin to $(0,-\eta)$, which $R$ sends to $(-\eta,-\eta)$, so the symmetry is lost at once.

The same care is needed with fractional coordinates. In a hexagonal cell, for example, the matrices of some symmetry operations in these coordinates are not orthogonal, and descent along the bare partial derivatives with respect to the coordinates may then break the symmetry.

## How the Lean proof follows the argument

In `gradient_covariant`, the first rewrite turns the gradient into a Fréchet derivative, the linear map $v \mapsto \langle g, v\rangle$. The map `L` is $R^{-1}$, and `h3` states that $S^{-1}$ has derivative $R^{-1}$ at $S(x)$. The hypothesis on $E$ is moved to the point $S^{-1}(S(x))$ in `h4`, and `hfun` is the identity $E \circ S^{-1} = E$. The chain rule produces `h5`, whose derivative is $v \mapsto \langle g, R^{-1}v\rangle$. Finally, `key` is the orthogonality step $\langle g, R^{-1}v\rangle = \langle Rg, v\rangle$.

The end of this proof has a reusable pattern. The chain rule returns a derivative in the form of a composition, which rarely looks like the one wanted. Instead of forcing the two forms to match beforehand, `h5.congr_fderiv` accepts the derivative as it comes and leaves an equality of linear maps to prove. `ContinuousLinearMap.ext` reduces this to an equality of numbers for each displacement `v`, where ordinary algebra suffices.

`gradient_fixed` rewrites $S(x)$ to $x$ in the covariance statement and applies uniqueness of the gradient, `h'.unique h`. In `descent_covariant`, the gradient supplied at each step is `R g`, and `abel` rearranges the sum.

`descent_preserves_symmetry` is the induction. Its hypothesis `ih` is $S(x_k) = x_k$, `hR` is $Rg_k = g_k$, and the two lines of the `calc` block are the one-step computation above. In `limit_preserves_symmetry`, `h1` is the convergence $S(x_k) \to S(y)$ and `h2` identifies the image sequence with the original one, so uniqueness of limits finishes the proof.

For the double well, `hs` identifies the operation with $y \mapsto -y$. The general theorem then gives $-x_k = x_k$, from which `linarith` obtains $x_k = 0$. For the energy comparison, `nlinarith` receives the product $y^2(1-y^2) > 0$, the second term of the difference computed by hand.

## Descent with momentum

The same induction adapts to the update

$$x_{k+1} = x_k - \eta_k g_k + \beta_k (x_k - x_{k-1}),$$

with real numbers $\beta_k$, provided that both $x_0$ and $x_1$ are fixed by $S$. Subtracting $S(x_{k-1}) = x_{k-1}$ from $S(x_k) = x_k$ shows that $R$ fixes the difference $x_k - x_{k-1}$. It fixes $g_k$ as before, so the whole displacement is fixed by $R$ and $x_{k+1}$ is again symmetric. This variant is argued here on paper only.
